# Finite-rank operators stay away from a nonzero constant potential in an infinite channel, while its truncations converge between kinetic resolvents

## States, finite rank and diagonal operators

A state is a square-summable sequence $x=(x_0,x_1,x_2,\dots)$ of complex amplitudes over basis states $e_n$, with $\|x\|^2=\sum_n|x_n|^2$. The kinetic energy of $e_n$ is $n^2$ in dimensionless units. In Lean the state space is `H`, which stands for the Hilbert space and not for a Hamiltonian. Potentials are bounded operators, written `H →L[ℂ] H`, and `*` between them is composition.

```lean
import Mathlib

open Filter Topology
open scoped ENNReal

namespace SemilocalFiniteRank

noncomputable section

/-- Square-summable complex amplitudes over basis states labelled by n = 0, 1, 2, .... -/
abbrev H := lp (fun _ : ℕ => ℂ) 2
```

An operator has finite rank when its range is finite-dimensional. The nonlocal part of a separable pseudopotential, when built from finitely many projectors, is of this kind; the local part that usually accompanies it is not. The definition applies to bounded operators between any complex normed spaces.

```lean
/-- A bounded operator has finite rank when its range is finite-dimensional. -/
def FiniteRank {E G : Type*} [NormedAddCommGroup E] [NormedSpace ℂ E]
    [NormedAddCommGroup G] [NormedSpace ℂ G] (F : E →L[ℂ] G) : Prop :=
  FiniteDimensional ℂ (LinearMap.range (F : E →ₗ[ℂ] G))
```

All estimates on diagonal operators rest on one comparison. If $|f_n|\le C|x_n|$ for every $n$, with $C\ge 0$, then for any finite set $s$ of labels

$$\sum_{i\in s}|f_i|^2\le C^2\sum_{i\in s}|x_i|^2\le (C\|x\|)^2 .$$

The exponent `(2 : ℝ≥0∞).toReal` is the number 2, in the form that Mathlib uses for general $\ell^p$.

```lean
/-- Amplitudes dominated by C times those of a state x have partial square sums
bounded by the square of C‖x‖. -/
lemma coord_sum_le (x : H) (f : ℕ → ℂ) {C : ℝ} (hC : 0 ≤ C)
    (h : ∀ n, ‖f n‖ ≤ C * ‖x n‖) (s : Finset ℕ) :
    ∑ i ∈ s, ‖f i‖ ^ (2 : ℝ≥0∞).toReal ≤ (C * ‖x‖) ^ (2 : ℝ≥0∞).toReal := by
  calc ∑ i ∈ s, ‖f i‖ ^ (2 : ℝ≥0∞).toReal
      ≤ ∑ i ∈ s, C ^ (2 : ℝ≥0∞).toReal * ‖x i‖ ^ (2 : ℝ≥0∞).toReal := by
        refine Finset.sum_le_sum fun i _ => ?_
        rw [← Real.mul_rpow hC (norm_nonneg _)]
        exact Real.rpow_le_rpow (norm_nonneg _) (h i) ENNReal.toReal_nonneg
    _ = C ^ (2 : ℝ≥0∞).toReal * ∑ i ∈ s, ‖x i‖ ^ (2 : ℝ≥0∞).toReal := by
        rw [Finset.mul_sum]
    _ ≤ C ^ (2 : ℝ≥0∞).toReal * ‖x‖ ^ (2 : ℝ≥0∞).toReal :=
        mul_le_mul_of_nonneg_left (lp.sum_rpow_le_norm_rpow (by norm_num) x s)
          (Real.rpow_nonneg hC _)
    _ = (C * ‖x‖) ^ (2 : ℝ≥0∞).toReal := (Real.mul_rpow hC (norm_nonneg _)).symm
```

If the $f_n$ are the amplitudes of a state $y$, the bound holds for all partial sums, and so $\|y\|\le C\|x\|$.

```lean
/-- If every amplitude of y is at most C times that of x, then ‖y‖ ≤ C‖x‖. -/
lemma norm_le_of_coord (x y : H) {C : ℝ} (hC : 0 ≤ C)
    (h : ∀ n, ‖y n‖ ≤ C * ‖x n‖) : ‖y‖ ≤ C * ‖x‖ :=
  lp.norm_le_of_forall_sum_le (by norm_num) (mul_nonneg hC (norm_nonneg _))
    (coord_sum_le x (fun n => y n) hC h)
```

For real numbers $d_n$ with $|d_n|\le1$ we have $|d_nx_n|\le|x_n|$. Multiplication by $d_n$ therefore maps states to states, and the resulting operator has norm at most 1.

```lean
lemma diag_coord {d : ℕ → ℝ} (hd : ∀ n, |d n| ≤ 1) (x : H) (n : ℕ) :
    ‖(d n : ℂ) * x n‖ ≤ 1 * ‖x n‖ := by
  rw [norm_mul, Complex.norm_real, Real.norm_eq_abs]
  exact mul_le_mul_of_nonneg_right (hd n) (norm_nonneg _)

/-- The diagonal operator multiplying the n-th amplitude by d n, where |d n| ≤ 1. -/
def diag (d : ℕ → ℝ) (hd : ∀ n, |d n| ≤ 1) : H →L[ℂ] H :=
  LinearMap.mkContinuous
    { toFun := fun x => ⟨fun n => (d n : ℂ) * x n,
        memℓp_gen' (coord_sum_le x _ zero_le_one (diag_coord hd x))⟩
      map_add' := fun x y => lp.ext (funext fun n => mul_add (d n : ℂ) (x n) (y n))
      map_smul' := fun c x => lp.ext (funext fun n => mul_smul_comm c (d n : ℂ) (x n)) }
    1 (fun x => norm_le_of_coord x _ zero_le_one (diag_coord hd x))

lemma norm_diag_le (d : ℕ → ℝ) (hd : ∀ n, |d n| ≤ 1) : ‖diag d hd‖ ≤ 1 :=
  LinearMap.mkContinuous_norm_le _ zero_le_one _
```

Two diagonal operators are needed. The kinetic resolvent $R$ has $d_n=1/(1+n^2)$. The projection $P_A$ onto the labels in a set $A$ has $d_n=1$ for $n\in A$ and $d_n=0$ otherwise.

```lean
/-- The kinetic resolvent R = diag(1/(1+n²)). -/
def R : H →L[ℂ] H := diag (fun n => 1 / (1 + (n : ℝ) ^ 2)) fun n => by
  rw [abs_of_nonneg (by positivity), div_le_one (by positivity)]
  nlinarith [sq_nonneg (n : ℝ)]

/-- The projection onto the basis states whose label lies in A. -/
def proj (A : Set ℕ) : H →L[ℂ] H := diag (A.indicator fun _ => 1) fun n => by
  by_cases h : n ∈ A <;> simp [h]
```

Write $P_N$ for the projection on $n<N$, which is `proj (Set.Iio N)`. The truncated potential is $P_NVP_N$.

```lean
/-- The truncated potential P_N V P_N, with P_N the projection on n < N. -/
def truncate (V : H →L[ℂ] H) (N : ℕ) : H →L[ℂ] H :=
  proj (Set.Iio N) * V * proj (Set.Iio N)
```

The name "resolvent" is justified coordinate by coordinate: $(1+n^2)(Rx)_n=x_n$.

```lean
/-- R inverts one plus the kinetic energy n² on each basis state. -/
theorem resolvent_apply (x : H) (n : ℕ) : (1 + (n : ℂ) ^ 2) * (R x) n = x n := by
  have h : (1 + (n : ℝ) ^ 2) * (1 / (1 + (n : ℝ) ^ 2)) = 1 :=
    mul_one_div_cancel (by positivity)
  have h' := congrArg (fun t : ℝ => (t : ℂ)) h
  change (1 + (n : ℂ) ^ 2) * (((1 / (1 + (n : ℝ) ^ 2) : ℝ) : ℂ) * x n) = x n
  push_cast at h' ⊢
  rw [← mul_assoc, h', one_mul]
```

## A vector that the finite-rank operator misses

Let $\|Vx\|\ge c\|x\|$ for all $x$ in an infinite-dimensional subspace $S$, and let $F$ be bounded with finite rank. If $F$ were injective on $S$, it would embed $S$ in the finite-dimensional range of $F$, which is impossible. So there is a nonzero $x\in S$ with $Fx=0$, and

$$c\|x\|\le\|Vx\|=\|(V-F)x\|\le\|V-F\|\,\|x\| .$$

Dividing by $\|x\|$ gives $c\le\|V-F\|$.

```lean
/-- If ‖Vx‖ ≥ c‖x‖ on an infinite-dimensional subspace, every bounded finite-rank
operator is at operator-norm distance at least c from V. -/
theorem finite_rank_distance {E G : Type*} [NormedAddCommGroup E] [NormedSpace ℂ E]
    [NormedAddCommGroup G] [NormedSpace ℂ G] (V F : E →L[ℂ] G) (S : Submodule ℂ E)
    (hS : ¬ FiniteDimensional ℂ S) {c : ℝ} (hV : ∀ x ∈ S, c * ‖x‖ ≤ ‖V x‖)
    (hF : FiniteRank F) : c ≤ ‖V - F‖ := by
  -- F annihilates some nonzero vector of S
  obtain ⟨x, hxS, hFx, hx⟩ : ∃ x ∈ S, F x = 0 ∧ x ≠ 0 := by
    by_contra hcon
    push Not at hcon
    have : FiniteDimensional ℂ (LinearMap.range (F : E →ₗ[ℂ] G)) := hF
    refine hS (Module.Finite.of_injective
      ((F : E →ₗ[ℂ] G).rangeRestrict ∘ₗ S.subtype) ?_)
    refine (injective_iff_map_eq_zero _).2 fun y hy => Subtype.ext ?_
    exact hcon y y.2 (congrArg Subtype.val hy)
  have h1 := (V - F).le_opNorm x
  rw [sub_apply, hFx, sub_zero] at h1
  exact le_of_mul_le_mul_right ((hV x hxS).trans h1) (norm_pos_iff.2 hx)
```

The proof turns on `Module.Finite.of_injective`: a space that maps linearly and injectively into a finite-dimensional one is itself finite-dimensional. The map supplied is $F$ restricted to $S$, and `rangeRestrict` shrinks its target from all of `G` to the range of $F$, where finite dimension is known. Negating the existence of the missed vector gives "for $x\in S$, $Fx=0$ implies $x=0$", which is the injectivity that the lemma requires. No basis, inner product or completeness enters, so the theorem holds in arbitrary complex normed spaces.

The infinite dimension of $S$ is essential. Take $V=P_{\{0\}}$, let $S$ be the line spanned by $e_0$, and set $c=1$. The lower bound holds on $S$, but $V$ has rank one, and $F=V$ gives distance $0<1$.

## Truncation has finite rank

A vector $y$ in the range of $P_NVP_N$ has $y_n=0$ for $n\ge N$. The map $y\mapsto(y_0,\dots,y_{N-1})$ is therefore injective on that range, which makes the range finite-dimensional. The same Mathlib lemma is used, now with $\mathbb C^N$ as the target. For $N=0$ the truncated potential is zero.

```lean
/-- The truncated potential P_N V P_N has finite rank. -/
theorem truncate_finiteRank (V : H →L[ℂ] H) (N : ℕ) : FiniteRank (truncate V N) := by
  let φ : LinearMap.range (truncate V N : H →ₗ[ℂ] H) →ₗ[ℂ] (Fin N → ℂ) :=
    { toFun := fun y i => (y : H) i
      map_add' := fun _ _ => rfl
      map_smul' := fun _ _ => rfl }
  refine Module.Finite.of_injective φ ((injective_iff_map_eq_zero φ).2 ?_)
  rintro ⟨y, x, rfl⟩ hy
  refine Subtype.ext (lp.ext (funext fun n => ?_))
  by_cases hn : n < N
  · exact congrFun hy ⟨n, hn⟩
  · change (((Set.Iio N).indicator (fun _ => (1 : ℝ)) n : ℝ) : ℂ) *
      (V (proj (Set.Iio N) x)) n = 0
    simp [hn]
```

## The resolvent suppresses high kinetic energy

The operator $R-RP_N$ keeps only the high labels:

$$((R-RP_N)x)_n=\begin{cases}0,&n<N,\\ x_n/(1+n^2),&n\ge N.\end{cases}$$

In both cases the modulus is at most $|x_n|/(1+N^2)$, so the comparison of amplitudes gives $\|R-RP_N\|\le1/(1+N^2)$. The proof splits into the same two cases.

```lean
/-- The part of the kinetic resolvent on n ≥ N has norm at most 1/(1+N²). -/
theorem resolvent_tail (N : ℕ) :
    ‖R - R * proj (Set.Iio N)‖ ≤ 1 / (1 + (N : ℝ) ^ 2) := by
  refine ContinuousLinearMap.opNorm_le_bound _ (by positivity) fun x =>
    norm_le_of_coord x _ (by positivity) fun n => ?_
  change ‖((1 / (1 + (n : ℝ) ^ 2) : ℝ) : ℂ) * x n - ((1 / (1 + (n : ℝ) ^ 2) : ℝ) : ℂ) *
    ((((Set.Iio N).indicator (fun _ => (1 : ℝ)) n : ℝ) : ℂ) * x n)‖ ≤ _
  by_cases hn : n < N
  · rw [Set.indicator_of_mem (Set.mem_Iio.2 hn), Complex.ofReal_one, one_mul, sub_self,
      norm_zero]
    positivity
  · rw [Set.indicator_of_notMem (by simpa using hn), Complex.ofReal_zero, zero_mul,
      mul_zero, sub_zero, norm_mul, Complex.norm_real, Real.norm_eq_abs,
      abs_of_nonneg (by positivity)]
    have hN : N ≤ n := not_lt.1 hn
    gcongr
```

Now remove the two projections one at a time:

$$RVR-RP_NVP_NR=(R-RP_N)VR+RP_NV(R-P_NR).$$

Diagonal operators commute, so $P_NR=RP_N$ and both differences are the tail just estimated. Since $\|R\|\le1$ and $\|RP_N\|\le1$, each term has norm at most $\|V\|/(1+N^2)$, and

$$\|RVR-RP_NVP_NR\|\le\frac{2\|V\|}{1+N^2}.$$

In Lean, `hcomm` is the commutation, `h3` bounds a triple product, and `noncomm_ring` verifies the splitting.

```lean
/-- Between kinetic resolvents, truncating V to n < N costs at most 2‖V‖/(1+N²). -/
theorem sandwiched_error (V : H →L[ℂ] H) (N : ℕ) :
    ‖R * V * R - R * truncate V N * R‖ ≤ 2 * ‖V‖ / (1 + (N : ℝ) ^ 2) := by
  have hcomm : proj (Set.Iio N) * R = R * proj (Set.Iio N) :=
    ContinuousLinearMap.ext fun x => lp.ext (funext fun n =>
      mul_left_comm (((Set.Iio N).indicator (fun _ => (1 : ℝ)) n : ℝ) : ℂ)
        ((1 / (1 + (n : ℝ) ^ 2) : ℝ) : ℂ) (x n))
  have hR : ‖R‖ ≤ 1 := norm_diag_le _ _
  have hP : ‖proj (Set.Iio N)‖ ≤ 1 := norm_diag_le _ _
  have hRP : ‖R * proj (Set.Iio N)‖ ≤ 1 :=
    (norm_mul_le _ _).trans (mul_le_one₀ hR (norm_nonneg _) hP)
  have h3 : ∀ (A B : H →L[ℂ] H) (a b : ℝ), 0 ≤ a → ‖A‖ ≤ a → ‖B‖ ≤ b →
      ‖A * V * B‖ ≤ a * ‖V‖ * b := fun A B a b ha hA hB =>
    calc ‖A * V * B‖ ≤ ‖A * V‖ * ‖B‖ := norm_mul_le _ _
      _ ≤ (‖A‖ * ‖V‖) * ‖B‖ :=
        mul_le_mul_of_nonneg_right (norm_mul_le _ _) (norm_nonneg _)
      _ ≤ a * ‖V‖ * b := by gcongr
  -- remove the two projections one at a time
  have hsplit : R * V * R - R * truncate V N * R =
      (R - R * proj (Set.Iio N)) * V * R +
        (R * proj (Set.Iio N)) * V * (R - proj (Set.Iio N) * R) := by
    unfold truncate
    noncomm_ring
  rw [hsplit, hcomm]
  have h1 := h3 _ _ _ _ (by positivity) (resolvent_tail N) hR
  have h2 := h3 _ _ _ _ zero_le_one hRP (resolvent_tail N)
  calc _ ≤ _ := norm_add_le _ _
    _ ≤ _ := add_le_add h1 h2
    _ = 2 * ‖V‖ / (1 + (N : ℝ) ^ 2) := by ring
```

In terms of matrix elements, put $\varphi=Rx$ and $\psi=Ry$. The error in $\langle\psi,V\varphi\rangle$ is then at most $2\|V\|/(1+N^2)$ times $\|x\|\,\|y\|$, where $x$ and $y$ are $\varphi$ and $\psi$ with each amplitude multiplied by $1+n^2$. Truncation is accurate for states with little weight at high kinetic energy.

## Both statements for one potential

The main theorem takes a bounded `V`, a subspace `S` that is not finite-dimensional (`hS`), and the lower bound on it (`hV`). It concludes that

- every bounded finite-rank $F$ satisfies $\|V-F\|\ge c$;
- every $P_NVP_N$ has finite rank;
- the sandwiched error obeys the bound above;
- $RP_NVP_NR\to RVR$ in operator norm.

The limit follows by squeezing, because $1+N^2\ge N$ grows without bound. Only the first conclusion uses `hS` and `hV`, and it has content only for $c>0$.

```lean
/-- If ‖Vx‖ ≥ c‖x‖ on an infinite-dimensional subspace, all finite-rank operators stay at distance
at least c from V, while the truncations P_N V P_N have finite rank and R P_N V P_N R converges in
norm to R V R, with error at most 2‖V‖/(1+N²). -/
theorem finite_rank_versus_resolvent (V : H →L[ℂ] H) (S : Submodule ℂ H)
    (hS : ¬ FiniteDimensional ℂ S) {c : ℝ} (hV : ∀ x ∈ S, c * ‖x‖ ≤ ‖V x‖) :
    (∀ F : H →L[ℂ] H, FiniteRank F → c ≤ ‖V - F‖) ∧
    (∀ N, FiniteRank (truncate V N)) ∧
    (∀ N : ℕ, ‖R * V * R - R * truncate V N * R‖ ≤ 2 * ‖V‖ / (1 + (N : ℝ) ^ 2)) ∧
    Tendsto (fun N => R * truncate V N * R) atTop (𝓝 (R * V * R)) := by
  refine ⟨fun F hF => finite_rank_distance V F S hS hV hF, truncate_finiteRank V,
    sandwiched_error V, ?_⟩
  rw [tendsto_iff_norm_sub_tendsto_zero]
  have hlim : Tendsto (fun N : ℕ => 1 + (N : ℝ) ^ 2) atTop atTop :=
    tendsto_atTop_mono (fun N => by nlinarith [sq_nonneg ((N : ℝ) - 1),
      (Nat.cast_nonneg N : (0 : ℝ) ≤ N)]) tendsto_natCast_atTop_atTop
  refine squeeze_zero (fun _ => norm_nonneg _) (fun N => ?_)
    ((tendsto_const_nhds (x := 2 * ‖V‖)).div_atTop hlim)
  rw [norm_sub_rev]
  exact sandwiched_error V N
```

For electronic structure, this separates two senses of approximating the channel-dependent part of a semilocal pseudopotential by finitely many projectors, within a one-particle model with a bounded potential and discrete kinetic energies $n^2$. The model leaves out unbounded potentials and three-dimensional geometry. The operators $P_NVP_N$ are basis truncations, not separable forms built from atomic reference states.

## A constant potential in one channel

A semilocal pseudopotential can act differently in different angular-momentum channels, and each channel contains infinitely many radial states. The model replaces a channel by the states supported on a set $A$ of labels, and the potential in that channel, which really depends on the radius, by a constant.

```lean
/-- The channel of states supported on the basis labels in A. -/
def channel (A : Set ℕ) : Submodule ℂ H where
  carrier := {x | ∀ n, n ∉ A → x n = 0}
  zero_mem' := fun _ _ => rfl
  add_mem' := fun {x y} hx hy n hn => by
    change x n + y n = 0
    rw [hx n hn, hy n hn, add_zero]
  smul_mem' := fun c x hx n hn => by
    change c * x n = 0
    rw [hx n hn, mul_zero]
```

The basis state $e_k$ has amplitude 1 at $k$ and 0 elsewhere.

```lean
/-- The basis state with label k. -/
def basisState (k : ℕ) : H := ⟨fun n => if n = k then 1 else 0, memℓp_gen' (C := 1) (by
  intro s
  have h : ∀ i : ℕ, ‖(if i = k then (1 : ℂ) else 0)‖ ^ (2 : ℝ≥0∞).toReal =
      if i = k then 1 else 0 := by
    intro i
    split_ifs <;> simp
  simp only [h, Finset.sum_ite_eq']
  split_ifs <;> norm_num)⟩
```

Let $A$ be infinite and let the potential be $vP_A$, with constant strength $v$ in the channel and zero outside it. Lean allows complex $v$; a Hermitian potential has real $v$. If a finite combination $\sum_{j}g_je_j$ of basis states with labels in $A$ vanishes, reading off the $i$-th amplitude gives $g_i=0$. The channel thus contains infinitely many linearly independent states and is infinite-dimensional. On it $P_Ax=x$, so

$$\|vP_Ax\|=|v|\,\|x\| ,$$

and the lower bound holds with $c=|v|$.

```lean
/-- A potential of constant strength v acting only in a channel with infinitely many basis
states satisfies the lower bound with c = ‖v‖ on that infinite-dimensional channel. -/
theorem channel_potential_witness (A : Set ℕ) (hA : A.Infinite) (v : ℂ) :
    ¬ FiniteDimensional ℂ (channel A) ∧
      ∀ x ∈ channel A, ‖v‖ * ‖x‖ ≤ ‖(v • proj A) x‖ := by
  constructor
  · intro hfin
    let e : A → channel A := fun k => ⟨basisState k, fun n hn =>
      if_neg (fun h : n = (k : ℕ) => hn (h ▸ k.2))⟩
    have hli : LinearIndependent ℂ e := by
      refine linearIndependent_iff'.2 fun s g hg i hi => ?_
      -- read off the i-th amplitude
      let φ : channel A →ₗ[ℂ] ℂ :=
        { toFun := fun x => (x : H) i
          map_add' := fun _ _ => rfl
          map_smul' := fun _ _ => rfl }
      have h2 : ∑ j ∈ s, g j * (if (i : ℕ) = (j : ℕ) then (1 : ℂ) else 0) = 0 := by
        have h := congrArg φ hg
        rw [map_sum, map_zero] at h
        exact h
      rw [Finset.sum_eq_single i
        (fun j _ hj => by rw [if_neg (fun h => hj (Subtype.ext h.symm)), mul_zero])
        (fun h => absurd hi h)] at h2
      simpa using h2
    have : Infinite A := hA.to_subtype
    have : Finite A := hli.finite_of_isNoetherian
    exact not_finite A
  · intro x hx
    have hp : proj A x = x := by
      refine lp.ext (funext fun n => ?_)
      change ((A.indicator (fun _ => (1 : ℝ)) n : ℝ) : ℂ) * x n = x n
      by_cases h : n ∈ A
      · simp [h]
      · simp [h, hx n h]
    rw [smul_apply, hp, norm_smul]
```

Since $\|P_A\|\le1$, every bounded finite-rank $F$ satisfies

$$\|vP_A\|\le|v|\le\|vP_A-F\| .$$

The left side is the error made by $F=0$, that is, by leaving the potential out altogether. In operator norm, no finite number of projectors improves on that.

```lean
/-- For a constant potential in an infinite channel, no finite-rank operator is a better
operator-norm approximation than zero. -/
theorem channel_potential_best_is_zero (A : Set ℕ) (hA : A.Infinite) (v : ℂ)
    (F : H →L[ℂ] H) (hF : FiniteRank F) : ‖v • proj A‖ ≤ ‖v • proj A - F‖ := by
  obtain ⟨hS, hV⟩ := channel_potential_witness A hA v
  refine le_trans ?_ (finite_rank_distance _ F _ hS hV hF)
  rw [norm_smul]
  exact mul_le_of_le_one_right (norm_nonneg _) (norm_diag_le _ _)

end

end SemilocalFiniteRank
```

```lean
#print axioms SemilocalFiniteRank.resolvent_apply
#print axioms SemilocalFiniteRank.finite_rank_versus_resolvent
#print axioms SemilocalFiniteRank.channel_potential_best_is_zero
```

```
'SemilocalFiniteRank.resolvent_apply' depends on axioms: [propext, Classical.choice, Quot.sound]
'SemilocalFiniteRank.finite_rank_versus_resolvent' depends on axioms: [propext, Classical.choice, Quot.sound]
'SemilocalFiniteRank.channel_potential_best_is_zero' depends on axioms: [propext, Classical.choice, Quot.sound]
```
